# XDM dispersion coefficients of two identical one-electron atoms, with the overestimate for hydrogen

## Density, exchange hole and pair formulas

Atomic units are used throughout. A one-electron atom of nuclear charge $Z>0$ has the 1s density $(Z^3/\pi)e^{-2Zr}$. Multiplying by $4\pi r^2$ gives the radial density

$$w(r)=4Z^3r^2e^{-2Zr}.$$

The exchange-hole dipole moment model (XDM) pairs each electron with its exchange hole. Let $d(r)$ be the magnitude of the dipole formed by an electron at distance $r$ from the nucleus and its hole. The moment of order $l$ is

$$M_l=\int_0^\infty w(r)\,\bigl[r^l-(r-d(r))^l\bigr]^2\,dr .$$

This $M_l$ is already the average of a squared multipole, often written $\langle M_l^2\rangle$. In a one-electron atom the hole removes the electron's own density, which is centred on the nucleus, so $d(r)=r$.

Each atom also has a static dipole polarizability $a$, which measures how readily a weak uniform field displaces its charge. For the one-electron atom the value $a=9/(2Z^4)$ is taken as input. For atoms $A$ and $B$, define

$$P=\frac{a_Aa_B}{M_1^Aa_B+M_1^Ba_A}.$$

The XDM coefficients of $-R^{-6}$, $-R^{-8}$ and $-R^{-10}$ in the undamped dispersion energy at separation $R$ are

$$C_6=P\,M_1^AM_1^B,\qquad C_8=\tfrac32P\,(M_1^AM_2^B+M_2^AM_1^B),$$

$$C_{10}=2P\,(M_1^AM_3^B+M_3^AM_1^B)+\tfrac{21}{5}P\,M_2^AM_2^B .$$

## Closed forms for every nuclear charge

With these inputs, the moments for $l\ge1$ and the coefficients of two identical atoms are

$$M_l=\frac{(2l+2)!}{2^{2l+1}Z^{2l}},\qquad C_6=\frac{27}{4Z^6},\quad C_8=\frac{1215}{8Z^8},\quad C_{10}=\frac{70875}{16Z^{10}}.$$

**The moments.** For $b>0$, the substitution $t=br$ gives

$$\int_0^\infty r^ne^{-br}\,dr=\frac{1}{b^{n+1}}\int_0^\infty t^ne^{-t}\,dt=\frac{\Gamma(n+1)}{b^{n+1}}=\frac{n!}{b^{n+1}} .$$

With $n=2$ and $b=2Z$, the density integrates to $4Z^3\cdot 2/(2Z)^3=1$. For $l\ge1$ and $d(r)=r$, the term $(r-d)^l$ vanishes and the squared bracket is $r^{2l}$. Hence

$$M_l=4Z^3\int_0^\infty r^{2l+2}e^{-2Zr}\,dr=\frac{4Z^3(2l+2)!}{(2Z)^{2l+3}}=\frac{(2l+2)!}{2^{2l+1}Z^{2l}} .$$

The first three are $M_1=3/Z^2$, $M_2=45/(2Z^4)$ and $M_3=315/Z^6$. At $l=0$ the bracket is $1-1=0$, so the formula does not extend to that order.

**Identical atoms.** When $A=B$, the common factor is $P=a^2/(2aM_1)=a/(2M_1)$, and therefore

$$C_6=\tfrac12aM_1,\qquad C_8=\tfrac32aM_2,\qquad C_{10}=2aM_3+\tfrac{21}{10}\,a\,\frac{M_2^2}{M_1}.$$

**Insertion.** The first two coefficients are

$$C_6=\frac12\cdot\frac{9}{2Z^4}\cdot\frac{3}{Z^2}=\frac{27}{4Z^6},\qquad C_8=\frac32\cdot\frac{9}{2Z^4}\cdot\frac{45}{2Z^4}=\frac{1215}{8Z^8}.$$

For the third, $M_2^2/M_1=675/(4Z^6)$, so

$$C_{10}=\frac{2835}{Z^{10}}+\frac{25515}{16Z^{10}}=\frac{70875}{16Z^{10}} .$$

**Hydrogen.** Setting $Z=1$ gives the following comparison. The reference values are accurate nonrelativistic dispersion coefficients for two ground-state hydrogen atoms, in atomic units, and are taken as given.

| Coefficient | XDM | Reference | Ratio |
|---|---|---|---|
| $C_6$ | $27/4=6.75$ | $6.499$ | $1.039$ |
| $C_8$ | $1215/8=151.875$ | $124.4$ | $1.221$ |
| $C_{10}$ | $70875/16=4429.6875$ | $3285.8$ | $1.348$ |

All three are too large, and the relative error grows with the order. XDM is used to add dispersion energies to density-functional calculations. For hydrogen, treated without relativity and with a fixed nucleus, the density, the hole and the polarizability used here are all exact, so the discrepancy comes from the XDM formulas and not from approximate inputs.

## An unlike pair in numbers

The general formulas also apply to unlike atoms. Take $A$ with $Z=1$ and $B$ with $Z=2$. Then $a_A=9/2$, $M_1^A=3$, $a_B=9/32$ and $M_1^B=3/4$, so

$$P=\frac{81/64}{27/32+27/8}=\frac{3}{10},\qquad C_6=\frac{3}{10}\cdot3\cdot\frac34=\frac{27}{40}.$$

Here $B$ is the ion He⁺. Its charge also polarizes $A$, and that induction energy is not part of $C_6$. The value comes from the definitions by arithmetic; the theorems below evaluate coefficients only for identical atoms.

## The moments on an integration grid

In a molecular calculation the moment integral becomes a weighted sum over grid points. The density is divided among the atoms, commonly with Hirshfeld weights, and $d$ is computed from the orbitals or from a model of the exchange hole. For an isolated hydrogen atom with the exact density and the exact hole, the sums should approach $3$, $22.5$ and $315$.

The integrand $r^{2l+2}e^{-2r}$ peaks at $r=l+1$, so the third moment draws mostly on the region around 4 bohr and beyond. A grid that is adequate for the normalisation can still be too coarse or too short for $M_3$.

## The model in Lean

The file opens with the library import and a namespace.

```lean
import Mathlib

open MeasureTheory

namespace XDMHydrogen

noncomputable section
```

The radial density is a function of two real numbers. The factor $4\pi r^2$ is already included, so integrals over it are one-dimensional.

```lean
/-- Radial density of the 1s electron in the field of a nucleus of charge `Z`, in atomic units. -/
def radialDensity (Z r : ℝ) : ℝ := 4 * Z ^ 3 * r ^ 2 * Real.exp (-(2 * Z * r))
```

The moment takes an arbitrary density `w` and an arbitrary dipole function `d`. The integration domain `Set.Ioi (0 : ℝ)` is the open half-line $r>0$. The choice $d(r)=r$ is made later, when the definition is applied to the one-electron atom.

```lean
/-- The XDM multipole moment of order `l`: the integral over `r > 0` of `(r^l - (r - d r)^l)^2`
times the radial density `w`, where `d r` is the dipole of the electron at radius `r` and its
exchange hole. -/
def xdmMoment (w d : ℝ → ℝ) (l : ℕ) : ℝ :=
  ∫ r in Set.Ioi (0 : ℝ), w r * (r ^ l - (r - d r) ^ l) ^ 2
```

An atom is reduced to the data that the pair formulas use. `pol` is $a$, and `M l` is $M_l$. The two positivity fields make the denominator of $P$ positive. The structure places no condition on the higher moments and does not require them to come from a density.

```lean
/-- The data XDM needs for an atom: a positive polarizability and the multipole moments,
the first of which is positive. -/
structure XDMAtom where
  pol : ℝ
  M : ℕ → ℝ
  pol_pos : 0 < pol
  M_one_pos : 0 < M 1
```

The next four definitions transcribe $P$, $C_6$, $C_8$ and $C_{10}$ for two possibly different atoms. They contain no damping function and no dependence on the separation.

```lean
/-- The factor common to all XDM dispersion coefficients of a pair of atoms. -/
def pairFactor (A B : XDMAtom) : ℝ :=
  A.pol * B.pol / (A.M 1 * B.pol + B.M 1 * A.pol)

/-- The XDM dipole-dipole coefficient of a pair of atoms. -/
def C6 (A B : XDMAtom) : ℝ := pairFactor A B * (A.M 1 * B.M 1)

/-- The XDM dipole-quadrupole coefficient of a pair of atoms. -/
def C8 (A B : XDMAtom) : ℝ :=
  3 / 2 * pairFactor A B * (A.M 1 * B.M 2 + A.M 2 * B.M 1)

/-- The XDM coefficient collecting the dipole-octupole and quadrupole-quadrupole terms. -/
def C10 (A B : XDMAtom) : ℝ :=
  2 * pairFactor A B * (A.M 1 * B.M 3 + A.M 3 * B.M 1)
    + 21 / 5 * pairFactor A B * (A.M 2 * B.M 2)
```

## Integrals over the 1s density

The first theorem is the factorial integral for every natural number $n$ and every real $b>0$. Mathlib's version is stated with real exponents and the Gamma function. The proof applies it with exponent parameter $n+1$, replaces $\Gamma(n+1)$ by $n!$, and converts the real powers to natural ones; the equation `e` does this for the power of $1/b$.

```lean
/-- The radial integral of a power of `r` against a decaying exponential. -/
theorem integral_pow_mul_exp (n : ℕ) {b : ℝ} (hb : 0 < b) :
    ∫ r in Set.Ioi (0 : ℝ), r ^ n * Real.exp (-(b * r)) = n.factorial / b ^ (n + 1) := by
  have h := Real.integral_rpow_mul_exp_neg_mul_Ioi (a := (n : ℝ) + 1) (r := b)
    (by positivity) hb
  have e : (1 / b) ^ ((n : ℝ) + 1) = 1 / b ^ (n + 1) := by
    have c : (n : ℝ) + 1 = ((n + 1 : ℕ) : ℝ) := by norm_num
    rw [c, Real.rpow_natCast, one_div_pow]
  rw [Real.Gamma_nat_eq_factorial, e] at h
  simp only [add_sub_cancel_right, Real.rpow_natCast] at h
  rw [h]
  ring
```

Normalisation is the case $n=2$, $b=2Z$. The proof takes the constant $4Z^3$ out of the integral, applies the previous theorem, and checks that numerator and denominator agree.

```lean
/-- The radial density holds exactly one electron. -/
theorem radialDensity_normalised {Z : ℝ} (hZ : 0 < Z) :
    ∫ r in Set.Ioi (0 : ℝ), radialDensity Z r = 1 := by
  have h : ∀ r, radialDensity Z r = 4 * Z ^ 3 * (r ^ 2 * Real.exp (-(2 * Z * r))) := by
    intro r
    unfold radialDensity
    ring
  simp only [h]
  rw [integral_const_mul, integral_pow_mul_exp 2 (by positivity : 0 < 2 * Z),
    show (2 : ℕ).factorial = 2 from rfl, ← mul_div_assoc,
    div_eq_one_iff_eq (by positivity)]
  push_cast
  ring
```

The moment theorem has two hypotheses: `hZ` says that the nuclear charge is positive, and `hl` says that $l$ is not zero. The function `fun r => r` expresses that the hole is centred on the nucleus.

The equation `h` is the reduction to a plain power moment. It compares the integrands point by point, and `zero_pow hl` removes the term $(r-r)^l$, which is where $l\ne0$ is used. The equation `e` factors $(2Z)^{2l+3}$ so that $4Z^3$ can be cancelled, and `field_simp` performs the cancellation.

```lean
/-- With the exchange hole centred on the nucleus, so that `d r = r`, the XDM moment of order
`l ≥ 1` of a one-electron atom is `(2l+2)! / (2^(2l+1) Z^(2l))`. -/
theorem hydrogenic_moment {Z : ℝ} (hZ : 0 < Z) {l : ℕ} (hl : l ≠ 0) :
    xdmMoment (radialDensity Z) (fun r => r) l
      = (2 * l + 2).factorial / (2 ^ (2 * l + 1) * Z ^ (2 * l)) := by
  -- the moment is a plain power moment of the density
  have h : xdmMoment (radialDensity Z) (fun r => r) l
      = ∫ r in Set.Ioi (0 : ℝ),
          4 * Z ^ 3 * (r ^ (2 * l + 2) * Real.exp (-(2 * Z * r))) := by
    unfold xdmMoment
    refine integral_congr_ae (Filter.Eventually.of_forall fun r => ?_)
    simp only [radialDensity, sub_self, zero_pow hl]
    ring
  have e : (2 * Z) ^ (2 * l + 2 + 1) = 4 * Z ^ 3 * (2 ^ (2 * l + 1) * Z ^ (2 * l)) := by
    ring
  rw [h, integral_const_mul, integral_pow_mul_exp _ (by positivity : 0 < 2 * Z), e]
  field_simp
```

The one-electron atom can now be assembled. Its moments are the integrals themselves, while its polarizability $9/(2Z^4)$ is entered as a formula and is not derived from the response of the 1s state to a field. The moment theorem at $l=1$ supplies the required proof that $M_1>0$.

Here `Z` is any positive real number. For integer values above 1 the system is a positive ion, and two such ions also repel each other electrostatically; the coefficients describe only the dispersion part of their interaction.

```lean
/-- The one-electron atom of nuclear charge `Z > 0`, with polarizability `9 / (2 Z^4)` and
the XDM moments of its 1s density. -/
def hydrogenicAtom (Z : ℝ) (hZ : 0 < Z) : XDMAtom where
  pol := 9 / (2 * Z ^ 4)
  M := xdmMoment (radialDensity Z) (fun r => r)
  pol_pos := by positivity
  M_one_pos := by
    rw [hydrogenic_moment hZ one_ne_zero]
    positivity
```

## Coefficients of identical atoms

The reduction for $A=B$ holds for every `XDMAtom`, whatever the origin of its data. Inside the proof, `p` is $P=a/(2M_1)$ and `key` is $PM_1=a/2$. Each coefficient then follows from a multiple of these equations, which is what the `linear_combination` lines record. For $C_6$, for example, `key` is multiplied by $M_1$. The last term of $C_{10}$ contains $P$ without a factor $M_1$, so it uses `p` directly.

```lean
/-- For two identical atoms the XDM coefficients reduce to expressions in one polarizability
and the first three moments. -/
theorem like_pair (A : XDMAtom) :
    C6 A A = A.pol * A.M 1 / 2 ∧
    C8 A A = 3 / 2 * A.pol * A.M 2 ∧
    C10 A A = 2 * A.pol * A.M 3 + 21 / 10 * A.pol * (A.M 2 ^ 2 / A.M 1) := by
  have ha := A.pol_pos
  have hm := A.M_one_pos
  have p : pairFactor A A = A.pol / (2 * A.M 1) := by
    unfold pairFactor
    rw [div_eq_div_iff (by positivity) (by positivity)]
    ring
  have key : pairFactor A A * A.M 1 = A.pol / 2 := by
    rw [p]
    field_simp
  refine ⟨?_, ?_, ?_⟩
  · unfold C6
    linear_combination A.M 1 * key
  · unfold C8
    linear_combination 3 * A.M 2 * key
  · unfold C10
    linear_combination 4 * A.M 3 * key + 21 / 5 * A.M 2 ^ 2 * p
```

The closed forms for general $Z$ follow by insertion. The equations `m1`, `m2` and `m3` are the three moments obtained from the factorials $4!$, $6!$ and $8!$, and `q` is the quotient $M_2^2/M_1=675/(4Z^6)$. After `like_pair` has been applied, `ring` carries out the remaining algebra.

```lean
/-- The XDM dispersion coefficients between two identical one-electron atoms of nuclear
charge `Z`, in closed form. -/
theorem hydrogenic_coefficients {Z : ℝ} (hZ : 0 < Z) :
    C6 (hydrogenicAtom Z hZ) (hydrogenicAtom Z hZ) = 27 / (4 * Z ^ 6) ∧
    C8 (hydrogenicAtom Z hZ) (hydrogenicAtom Z hZ) = 1215 / (8 * Z ^ 8) ∧
    C10 (hydrogenicAtom Z hZ) (hydrogenicAtom Z hZ) = 70875 / (16 * Z ^ 10) := by
  have f1 : (2 * 1 + 2).factorial = 24 := by norm_num [Nat.factorial]
  have f2 : (2 * 2 + 2).factorial = 720 := by norm_num [Nat.factorial]
  have f3 : (2 * 3 + 2).factorial = 40320 := by norm_num [Nat.factorial]
  -- the three moments that enter
  have m1 : (hydrogenicAtom Z hZ).M 1 = 3 / Z ^ 2 := by
    refine (hydrogenic_moment hZ (l := 1) (by norm_num)).trans ?_
    rw [f1]
    push_cast
    ring
  have m2 : (hydrogenicAtom Z hZ).M 2 = 45 / (2 * Z ^ 4) := by
    refine (hydrogenic_moment hZ (l := 2) (by norm_num)).trans ?_
    rw [f2]
    push_cast
    ring
  have m3 : (hydrogenicAtom Z hZ).M 3 = 315 / Z ^ 6 := by
    refine (hydrogenic_moment hZ (l := 3) (by norm_num)).trans ?_
    rw [f3]
    push_cast
    ring
  have p : (hydrogenicAtom Z hZ).pol = 9 / (2 * Z ^ 4) := rfl
  have q : (45 / (2 * Z ^ 4)) ^ 2 / (3 / Z ^ 2) = 675 / (4 * Z ^ 6) := by
    rw [div_eq_iff (by positivity)]
    ring
  obtain ⟨h6, h8, h10⟩ := like_pair (hydrogenicAtom Z hZ)
  refine ⟨?_, ?_, ?_⟩
  · rw [h6, m1, p]
    ring
  · rw [h8, m2, p]
    ring
  · rw [h10, m1, m2, m3, p, q]
    ring
```

## Hydrogen against the reference values

Hydrogen is the one-electron atom with $Z=1$.

```lean
/-- The hydrogen atom as XDM sees it. -/
def hydrogen : XDMAtom := hydrogenicAtom 1 one_pos
```

The next theorem gives the three XDM coefficients as exact fractions and the two strict inequalities for $C_8$ and $C_{10}$. The decimals are read as exact rational numbers. They stand for accurate coefficients of the hydrogen pair, but they enter as given numbers, and the file does not compute them from the two-atom Schrödinger equation.

```lean
/-- The XDM coefficients of two hydrogen atoms; `C8` and `C10` exceed the reference values
124.4 and 3285.8. -/
theorem hydrogen_coefficients :
    C6 hydrogen hydrogen = 27 / 4 ∧
    (C8 hydrogen hydrogen = 1215 / 8 ∧ 124.4 < C8 hydrogen hydrogen) ∧
    (C10 hydrogen hydrogen = 70875 / 16 ∧ 3285.8 < C10 hydrogen hydrogen) := by
  obtain ⟨h6, h8, h10⟩ := hydrogenic_coefficients (Z := 1) one_pos
  have e6 : C6 hydrogen hydrogen = 27 / 4 := h6.trans (by norm_num)
  have e8 : C8 hydrogen hydrogen = 1215 / 8 := h8.trans (by norm_num)
  have e10 : C10 hydrogen hydrogen = 70875 / 16 := h10.trans (by norm_num)
  refine ⟨e6, ⟨e8, ?_⟩, ⟨e10, ?_⟩⟩
  · rw [e8]
    norm_num
  · rw [e10]
    norm_num
```

The growth of the overestimate is stated as a chain of inequalities between the ratios in the table. The first says that the ratio for $C_6$ exceeds 1, and the other two say that the ratio increases at each step, so all three coefficients are larger than their references. Once the exact fractions have been substituted, `norm_num` decides the comparisons by rational arithmetic.

```lean
/-- Relative to the reference values 6.499, 124.4 and 3285.8, XDM overestimates all three
hydrogen coefficients, and the ratio grows from `C6` to `C8` to `C10`. -/
theorem hydrogen_overestimate_grows :
    1 < C6 hydrogen hydrogen / 6.499 ∧
    C6 hydrogen hydrogen / 6.499 < C8 hydrogen hydrogen / 124.4 ∧
    C8 hydrogen hydrogen / 124.4 < C10 hydrogen hydrogen / 3285.8 := by
  obtain ⟨e6, ⟨e8, _⟩, ⟨e10, _⟩⟩ := hydrogen_coefficients
  rw [e6, e8, e10]
  norm_num

end

end XDMHydrogen
```

```lean
#print axioms XDMHydrogen.radialDensity_normalised
#print axioms XDMHydrogen.hydrogenic_coefficients
#print axioms XDMHydrogen.hydrogen_overestimate_grows
```

```
'XDMHydrogen.radialDensity_normalised' depends on axioms: [propext, Classical.choice, Quot.sound]
'XDMHydrogen.hydrogenic_coefficients' depends on axioms: [propext, Classical.choice, Quot.sound]
'XDMHydrogen.hydrogen_overestimate_grows' depends on axioms: [propext, Classical.choice, Quot.sound]
```
